# In a positive definite quadratic model, the Hellmann-Feynman error is at most of the order of the square root of the energy error

## Stopping at an energy threshold

An electronic structure calculation often stops its minimisation once the energy seems to lie within a chosen threshold of the minimum. It then evaluates a force or a dipole moment from the state at hand. How accurate is that derivative?

A simple model gives a precise answer: a positive definite quadratic energy in finitely many real variables, with a field that couples linearly to them. An energy error $D$ allows a derivative error of up to $\sqrt{2Dq}$, where $q$ is a response constant. With $q=1$ and $D=10^{-8}$, in matching units, this is about $1.4\times10^{-4}$.

## A quadratic energy in a field

Let $A$ be a real symmetric positive definite matrix, $b$ a real vector and $t$ the field strength. The energy of a state $x$ is

$$E(x,t)=\tfrac12\,x\cdot Ax-t\,b\cdot x .$$

Positive definiteness means that every nonzero displacement from the minimum costs energy. A direction may still be soft, with a small curvature, but none is flat. The vector $b$ says how the field couples to the state.

Write $r=A^{-1}b$ for the linear response, so that $Ar=b$, and $q=b\cdot r$. The minimiser is $x^*(t)=t\,r$. The Hellmann-Feynman expression is $-b\cdot x$, the derivative of $E$ with respect to $t$ at fixed $x$. If $t$ is an electric field and $b\cdot x$ the dipole moment along it, then $b\cdot x^*(t)=tq$, and $q$ is the static polarisability.

## Energy error and derivative error

Put $x=x^*(t)+d$. By the symmetry of $A$, $x^*(t)\cdot Ad=t\,d\cdot Ar=t\,b\cdot d$. This cancels the linear term of the field energy, so

$$D=E(x,t)-E(x^*(t),t)=\tfrac12\,d\cdot Ad .$$

For $d\ne0$ this is positive, so $x^*(t)$ is the only minimiser. The minimal energy is

$$E(x^*(t),t)=\tfrac12t^2q-t^2q=-\tfrac12t^2q,$$

and its total derivative is $-tq=-b\cdot x^*(t)$. At the minimiser, then, the Hellmann-Feynman expression is exact. At $x$ its error is $-b\cdot d$, which is linear in $d$, while $D$ is quadratic.

## The bound and its equality case

If $b=0$, the derivative error vanishes and there is nothing to show. If $b\neq0$, then $r\neq0$ and $q=r\cdot Ar>0$. Let $w=q\,d-(b\cdot d)\,r$. Since $r\cdot Ad=b\cdot d$,

$$w\cdot Aw=q^2\,d\cdot Ad-2q(b\cdot d)^2+q(b\cdot d)^2=q\left(q\,d\cdot Ad-(b\cdot d)^2\right).$$

The left side is nonnegative. Dividing by $q$ gives

$$(b\cdot d)^2\le q\,d\cdot Ad=2Dq .$$

Equality forces $w=0$, hence $d=\frac{b\cdot d}{q}\,r$ and $x=x^*(s)$ with $s=t+\frac{b\cdot d}{q}$. Conversely, a state $x^*(s)$ used at field $t$ has $d=(s-t)r$. Its energy error is $(s-t)^2q/2$ and its derivative error is $(t-s)q$, which satisfy the bound with equality.

Choosing $s=t-\sqrt{2\varepsilon q}/q$ produces energy error $\varepsilon$ and derivative error $\sqrt{2\varepsilon q}$, for any $\varepsilon\ge0$. The square root is therefore the worst case, and it is attained. Particular states can do better: if $b\cdot d=0$, the derivative is exact whatever the energy error.

## Reading the Lean statements

The finite type `n` labels the variables, and a state is a function `n → ℝ`. The symbols `⬝ᵥ` and `*ᵥ` are the dot product and the matrix-vector product. The hypothesis `A.PosDef` includes the symmetry of $A$. The definitions `energy`, `minimiser` and `hellmannFeynman` are $E(x,t)$, $x^*(t)$ and $-b\cdot x$. The last is the energy derivative itself; a force defined as minus that derivative has an error of the same size.

- `minimises_iff` says that a state minimises the energy at field $t$ exactly when it is $x^*(t)$.
- `hellmann_feynman` gives both derivatives, at fixed state and along the minimisers. It concerns this quadratic energy, not eigenstates of a general Hamiltonian.
- `force_error_sq_le` is the bound for every trial state, with $b=0$ allowed.
- `force_error_sq_eq_iff` identifies the states that reach equality, for $b\neq0$.
- `square_root_law_sharp` supplies, for $b\neq0$ and each $\varepsilon\ge0$, a state with the two errors stated above.

The model has no normalisation or orthogonality constraint, and neither $A$ nor $b$ depends on $t$. It therefore does not cover basis functions that move with the nuclei. Being quadratic in the state, it also leaves out any cubic and higher terms in the electronic variables.

## The complete file

```lean
import Mathlib

open Matrix

namespace HellmannFeynmanError

noncomputable section

variable {n : Type*} [Fintype n] [DecidableEq n] {A : Matrix n n ℝ}

/-- The quadratic energy `E(x,t) = x·Ax/2 - t b·x` of a state `x` in a field of strength `t`
that couples through the vector `b`. -/
def energy (A : Matrix n n ℝ) (b x : n → ℝ) (t : ℝ) : ℝ :=
  (x ⬝ᵥ A *ᵥ x) / 2 - t * (b ⬝ᵥ x)

/-- The state `x*(t) = t A⁻¹b`, for invertible `A`. -/
def minimiser (A : Matrix n n ℝ) (b : n → ℝ) (t : ℝ) : n → ℝ :=
  t • (A⁻¹ *ᵥ b)

/-- The Hellmann-Feynman expression `-b·x` evaluated at a trial state `x`. -/
def hellmannFeynman (b x : n → ℝ) : ℝ := -(b ⬝ᵥ x)

omit [DecidableEq n] in
/-- For positive definite `A` the form `u·Av` is symmetric in `u` and `v`. -/
lemma form_symm (hA : A.PosDef) (u v : n → ℝ) : u ⬝ᵥ A *ᵥ v = v ⬝ᵥ A *ᵥ u := by
  have hT : Aᵀ = A := by
    have h := hA.isHermitian
    rwa [Matrix.IsHermitian, conjTranspose_eq_transpose_of_trivial] at h
  calc u ⬝ᵥ A *ᵥ v = (u ᵥ* A) ⬝ᵥ v := Matrix.dotProduct_mulVec _ _ _
    _ = (u ᵥ* Aᵀ) ⬝ᵥ v := by rw [hT]
    _ = v ⬝ᵥ A *ᵥ u := by rw [Matrix.vecMul_transpose, dotProduct_comm]

omit [DecidableEq n] in
/-- For positive definite `A` a nonzero displacement `d` has `d·Ad > 0`. -/
lemma form_pos (hA : A.PosDef) {d : n → ℝ} (hd : d ≠ 0) : 0 < d ⬝ᵥ A *ᵥ d := by
  have h := hA.dotProduct_mulVec_pos hd
  rwa [star_trivial] at h

/-- For positive definite `A` the vector `A⁻¹b` solves the linear response equation `Ar = b`. -/
lemma mulVec_response (hA : A.PosDef) (b : n → ℝ) : A *ᵥ (A⁻¹ *ᵥ b) = b := by
  rw [Matrix.mulVec_mulVec, Matrix.mul_nonsing_inv A hA.det_pos.ne'.isUnit, Matrix.one_mulVec]

/-- For positive definite `A`, displacing the state from `x*(t)` by `d` raises the energy
by exactly `d·Ad/2`. -/
theorem energy_error (hA : A.PosDef) (b d : n → ℝ) (t : ℝ) :
    energy A b (minimiser A b t + d) t - energy A b (minimiser A b t) t
      = (d ⬝ᵥ A *ᵥ d) / 2 := by
  have h1 : (A⁻¹ *ᵥ b) ⬝ᵥ A *ᵥ d = b ⬝ᵥ d := by
    rw [form_symm hA, mulVec_response hA, dotProduct_comm]
  simp only [energy, minimiser, Matrix.mulVec_add, Matrix.mulVec_smul, dotProduct_add,
    add_dotProduct, smul_dotProduct, dotProduct_smul, smul_eq_mul, mulVec_response hA, h1,
    dotProduct_comm d b]
  ring

/-- For positive definite `A`, a state minimises the energy at field `t` if and only if
it is `x*(t)`. -/
theorem minimises_iff (hA : A.PosDef) (b x : n → ℝ) (t : ℝ) :
    (∀ y, energy A b x t ≤ energy A b y t) ↔ x = minimiser A b t := by
  constructor
  · intro h
    obtain ⟨d, rfl⟩ : ∃ d, x = minimiser A b t + d := ⟨x - minimiser A b t, by abel⟩
    by_cases hd : d = 0
    · rw [hd, add_zero]
    · have h1 := h (minimiser A b t)
      have h2 := energy_error hA b d t
      have h3 := form_pos hA hd
      linarith
  · rintro rfl y
    obtain ⟨d, rfl⟩ : ∃ d, y = minimiser A b t + d := ⟨y - minimiser A b t, by abel⟩
    by_cases hd : d = 0
    · rw [hd, add_zero]
    · have h2 := energy_error hA b d t
      have h3 := form_pos hA hd
      linarith

/-- For positive definite `A`, a state taken from field `s` but used at field `t` has an energy
error quadratic in `s - t` and a Hellmann-Feynman error linear in it. -/
theorem errors_of_other_field (hA : A.PosDef) (b : n → ℝ) (s t : ℝ) :
    energy A b (minimiser A b s) t - energy A b (minimiser A b t) t
        = (s - t) ^ 2 / 2 * (b ⬝ᵥ A⁻¹ *ᵥ b) ∧
      hellmannFeynman b (minimiser A b s) - hellmannFeynman b (minimiser A b t)
        = (t - s) * (b ⬝ᵥ A⁻¹ *ᵥ b) := by
  constructor <;>
  · simp only [energy, hellmannFeynman, minimiser, Matrix.mulVec_smul, smul_dotProduct,
      dotProduct_smul, smul_eq_mul, mulVec_response hA, dotProduct_comm (A⁻¹ *ᵥ b) b]
    ring

/-- The Hellmann-Feynman theorem for the quadratic energy `E(x,t) = x·Ax/2 - t b·x`: `-b·x` is the
field derivative of the energy at fixed `x`, and for positive definite `A` its value at `x*(t)` is
the total derivative of `E(x*(t),t)`. -/
theorem hellmann_feynman (hA : A.PosDef) (b : n → ℝ) (t : ℝ) :
    (∀ x, HasDerivAt (fun s => energy A b x s) (hellmannFeynman b x) t) ∧
      HasDerivAt (fun s => energy A b (minimiser A b s) s)
        (hellmannFeynman b (minimiser A b t)) t := by
  constructor
  · intro x
    exact (((hasDerivAt_id' t).mul_const (b ⬝ᵥ x)).const_sub ((x ⬝ᵥ A *ᵥ x) / 2)).congr_deriv
      (by rw [hellmannFeynman, one_mul])
  · -- along the minimisers the energy is a parabola in the field
    have h : (fun s => energy A b (minimiser A b s) s)
        = fun s => (-(b ⬝ᵥ A⁻¹ *ᵥ b) / 2) * (s * s) := by
      funext s
      simp only [energy, minimiser, Matrix.mulVec_smul, smul_dotProduct,
        dotProduct_smul, smul_eq_mul, mulVec_response hA, dotProduct_comm (A⁻¹ *ᵥ b) b]
      ring
    rw [h]
    refine (((hasDerivAt_id' t).fun_mul (hasDerivAt_id' t)).const_mul _).congr_deriv ?_
    simp only [hellmannFeynman, minimiser, dotProduct_smul, smul_eq_mul]
    ring

/-- For positive definite `A` and nonzero coupling `b`, the response `b·A⁻¹b` is positive. -/
lemma response_pos (hA : A.PosDef) {b : n → ℝ} (hb : b ≠ 0) : 0 < b ⬝ᵥ A⁻¹ *ᵥ b := by
  have hr : A⁻¹ *ᵥ b ≠ 0 := by
    intro h
    apply hb
    rw [← mulVec_response hA b, h, Matrix.mulVec_zero]
  have h := form_pos hA hr
  rwa [mulVec_response hA, dotProduct_comm] at h

/-- For positive definite `A`, with `r = A⁻¹b` and `q = b·r`, the vector `w = q d - (b·d) r`
satisfies `w·Aw = q (q d·Ad - (b·d)²)`. -/
lemma gap_identity (hA : A.PosDef) (b d : n → ℝ) :
    ((b ⬝ᵥ A⁻¹ *ᵥ b) • d - (b ⬝ᵥ d) • (A⁻¹ *ᵥ b)) ⬝ᵥ
        A *ᵥ ((b ⬝ᵥ A⁻¹ *ᵥ b) • d - (b ⬝ᵥ d) • (A⁻¹ *ᵥ b))
      = (b ⬝ᵥ A⁻¹ *ᵥ b) * ((b ⬝ᵥ A⁻¹ *ᵥ b) * (d ⬝ᵥ A *ᵥ d) - (b ⬝ᵥ d) ^ 2) := by
  have h1 : (A⁻¹ *ᵥ b) ⬝ᵥ A *ᵥ d = b ⬝ᵥ d := by
    rw [form_symm hA, mulVec_response hA, dotProduct_comm]
  simp only [Matrix.mulVec_sub, Matrix.mulVec_smul, dotProduct_sub, sub_dotProduct,
    smul_dotProduct, dotProduct_smul, smul_eq_mul, mulVec_response hA, h1,
    dotProduct_comm d b, dotProduct_comm (A⁻¹ *ᵥ b) b]
  ring

/-- For positive definite `A` and any trial state, the squared error of the Hellmann-Feynman
derivative is at most twice the energy error times `b·A⁻¹b`. -/
theorem force_error_sq_le (hA : A.PosDef) (b x : n → ℝ) (t : ℝ) :
    (hellmannFeynman b x - hellmannFeynman b (minimiser A b t)) ^ 2
      ≤ 2 * (energy A b x t - energy A b (minimiser A b t) t) * (b ⬝ᵥ A⁻¹ *ᵥ b) := by
  obtain ⟨d, rfl⟩ : ∃ d, x = minimiser A b t + d := ⟨x - minimiser A b t, by abel⟩
  rw [energy_error hA]
  simp only [hellmannFeynman, dotProduct_add]
  by_cases hb : b = 0
  · simp [hb]
  · have hq := response_pos hA hb
    have hgap := gap_identity hA b d
    set w := (b ⬝ᵥ A⁻¹ *ᵥ b) • d - (b ⬝ᵥ d) • (A⁻¹ *ᵥ b) with hw
    have hn : 0 ≤ w ⬝ᵥ A *ᵥ w := by
      by_cases h0 : w = 0
      · simp [h0]
      · exact (form_pos hA h0).le
    rw [hgap] at hn
    have h := nonneg_of_mul_nonneg_right hn hq
    linarith

/-- For positive definite `A` and nonzero `b`, the bound is an equality exactly when the trial
state is the minimiser belonging to some field strength `s`. -/
theorem force_error_sq_eq_iff (hA : A.PosDef) {b : n → ℝ} (hb : b ≠ 0) (x : n → ℝ) (t : ℝ) :
    (hellmannFeynman b x - hellmannFeynman b (minimiser A b t)) ^ 2
        = 2 * (energy A b x t - energy A b (minimiser A b t) t) * (b ⬝ᵥ A⁻¹ *ᵥ b)
      ↔ ∃ s, x = minimiser A b s := by
  constructor
  · obtain ⟨d, rfl⟩ : ∃ d, x = minimiser A b t + d := ⟨x - minimiser A b t, by abel⟩
    rw [energy_error hA]
    simp only [hellmannFeynman, dotProduct_add]
    intro h
    have hq := response_pos hA hb
    have h0 : (b ⬝ᵥ A⁻¹ *ᵥ b) * (d ⬝ᵥ A *ᵥ d) - (b ⬝ᵥ d) ^ 2 = 0 := by linarith
    -- a vanishing gap forces `d` to be parallel to `A⁻¹b`
    have hw : (b ⬝ᵥ A⁻¹ *ᵥ b) • d - (b ⬝ᵥ d) • (A⁻¹ *ᵥ b) = 0 := by
      by_contra hne
      have hp := form_pos hA hne
      rw [gap_identity hA, h0, mul_zero] at hp
      exact lt_irrefl _ hp
    refine ⟨t + (b ⬝ᵥ A⁻¹ *ᵥ b)⁻¹ * (b ⬝ᵥ d), ?_⟩
    simp only [minimiser]
    rw [add_smul, mul_smul, ← sub_eq_zero.mp hw, inv_smul_smul₀ hq.ne']
  · rintro ⟨s, rfl⟩
    obtain ⟨h1, h2⟩ := errors_of_other_field hA b s t
    rw [h1, h2]
    ring

/-- For positive definite `A` and nonzero `b`, every energy error `ε ≥ 0` occurs for a trial state
whose Hellmann-Feynman error is `√(2 ε b·A⁻¹b)`. -/
theorem square_root_law_sharp (hA : A.PosDef) {b : n → ℝ} (hb : b ≠ 0) (t : ℝ)
    {ε : ℝ} (hε : 0 ≤ ε) :
    ∃ x, energy A b x t - energy A b (minimiser A b t) t = ε ∧
      hellmannFeynman b x - hellmannFeynman b (minimiser A b t)
        = Real.sqrt (2 * ε * (b ⬝ᵥ A⁻¹ *ᵥ b)) := by
  have hq := response_pos hA hb
  have hs := Real.sq_sqrt (show 0 ≤ 2 * ε * (b ⬝ᵥ A⁻¹ *ᵥ b) by positivity)
  -- use the minimiser of a suitably shifted field
  obtain ⟨h1, h2⟩ := errors_of_other_field hA b
    (t - Real.sqrt (2 * ε * (b ⬝ᵥ A⁻¹ *ᵥ b)) / (b ⬝ᵥ A⁻¹ *ᵥ b)) t
  refine ⟨_, h1.trans ?_, h2.trans ?_⟩
  · generalize Real.sqrt (2 * ε * (b ⬝ᵥ A⁻¹ *ᵥ b)) = r at hs ⊢
    generalize b ⬝ᵥ A⁻¹ *ᵥ b = q at hq hs ⊢
    have hq0 : q ≠ 0 := hq.ne'
    calc (t - r / q - t) ^ 2 / 2 * q = r ^ 2 / (2 * q) := by
          field_simp
          ring
      _ = ε := by
          rw [hs, div_eq_iff (by positivity)]
          ring
  · rw [sub_sub_cancel, div_mul_cancel₀ _ hq.ne']

end

end HellmannFeynmanError
```

```lean
#print axioms HellmannFeynmanError.hellmann_feynman
-- 'HellmannFeynmanError.hellmann_feynman' depends on axioms: [propext, Classical.choice, Quot.sound]
#print axioms HellmannFeynmanError.force_error_sq_le
-- 'HellmannFeynmanError.force_error_sq_le' depends on axioms: [propext, Classical.choice, Quot.sound]
#print axioms HellmannFeynmanError.force_error_sq_eq_iff
-- 'HellmannFeynmanError.force_error_sq_eq_iff' depends on axioms: [propext, Classical.choice, Quot.sound]
#print axioms HellmannFeynmanError.square_root_law_sharp
-- 'HellmannFeynmanError.square_root_law_sharp' depends on axioms: [propext, Classical.choice, Quot.sound]
```

## From positivity to the sharp bound

Three lemmas carry the linear algebra. `form_symm` turns symmetry of the matrix into $u\cdot Av=v\cdot Au$, `form_pos` gives $d\cdot Ad>0$ for $d\neq0$, and `mulVec_response` gives $Ar=b$, using that the determinant is positive.

In `energy_error`, `simp only` expands the products and inserts $Ar=b$ and $r\cdot Ad=b\cdot d$; `ring` then performs the cancellation. `minimises_iff` writes the competing state as $x^*(t)+d$ and treats $d=0$ and $d\neq0$ separately. `errors_of_other_field` is the direct computation for $x^*(s)$. For the total derivative, `hellmann_feynman` first rewrites the minimal energy as the parabola $-qs^2/2$ and then differentiates it.

`response_pos` proves $q>0$, and `gap_identity` is the formula for $w\cdot Aw$. In `force_error_sq_le`, the step `nonneg_of_mul_nonneg_right` is the division by $q$.

For equality, `force_error_sq_eq_iff` supposes $w\neq0$; then `form_pos` makes $w\cdot Aw$ positive, while `gap_identity` makes it zero. The resulting $w=0$ yields the field $s$ found above, and the converse follows from `errors_of_other_field`.

The same theorem, applied at the shifted field, proves `square_root_law_sharp`. There the two `generalize` steps replace the square root and $q$ by plain variables `r` and `q`, which leaves the algebra $r^2/(2q)=\varepsilon$; this `r` is a number, not the response vector.
